# The noncollinear exchange sum splits into charge and spin parts and is unchanged by a common unitary spin rotation

An electron on one site with its spin along $z$ has the spin density matrix $\mathrm{diag}(1,0)$. With the spin along $x$, all four entries are $1/2$. An exchange energy built only from the up-up and down-down entries uses $1^2+0^2=1$ in the first case and $(1/2)^2+(1/2)^2=1/2$ in the second. The energy has been halved by a change of spin direction, although the repulsion between electrons does not depend on spin. Keeping the whole $2\times2$ spin block removes this error.

For a single determinant on a finite set of sites, with one orthonormal orbital per site, let $G_{ij}$ be the spin block of the one-particle density matrix between sites $i$ and $j$, and let the real weight $w_{ij}$ be the spin-independent repulsion between electrons on those sites. The exchange energy is $-X/2$, with
$$X=\sum_{ij}w_{ij}\,\mathrm{tr}(G_{ij}^*G_{ij}),$$
where the star is the conjugate transpose, written `ᴴ` in Lean. Each weight depends on two sites only. General two-electron integrals over four different orbitals, and the double integral over positions in a real molecule or solid, are not treated here.

```lean
import Mathlib

open scoped Matrix

namespace NoncollinearExchange

noncomputable section
```

## Spin blocks and the exchange sum

The Pauli matrices $\sigma_0,\sigma_1,\sigma_2$ belong to $x,y,z$; the numbering starts at zero, so $\sigma_0$ is not the identity.

```lean
/-- The three Pauli matrices, numbered 0, 1, 2 for x, y, z. -/
def pauli : Fin 3 → Matrix (Fin 2) (Fin 2) ℂ :=
  ![!![0, 1; 1, 0], !![0, -Complex.I; Complex.I, 0], !![1, 0; 0, -1]]
```

A block is written as
$$G=\tfrac12\Big(nI+\sum_k m_k\sigma_k\Big).$$
The charge amplitude $n$ and the spin vector $m$ are complex, because a block between two different sites need not be Hermitian. On a single site, $n$ is the usual electron number.

```lean
/-- The spin block `(n I + ∑ m_k σ_k) / 2` with complex charge amplitude `n` and complex
spin vector `m`. -/
def spinBlock (n : ℂ) (m : Fin 3 → ℂ) : Matrix (Fin 2) (Fin 2) ℂ :=
  (1 / 2 : ℂ) • (n • (1 : Matrix (Fin 2) (Fin 2) ℂ) + ∑ k, m k • pauli k)
```

In the sum $X$, the sites form any finite type `ι`, and the weights may have either sign. No relation between $G_{ij}$ and $G_{ji}$ is assumed. The sum is typed as a complex number; its reality will follow from its value.

```lean
/-- The exchange sum `∑ w_ij tr(G_ij* G_ij)` over pairs of sites. -/
def exchangeSum {ι : Type*} [Fintype ι] (w : ι → ι → ℝ)
    (G : ι → ι → Matrix (Fin 2) (Fin 2) ℂ) : ℂ :=
  ∑ i, ∑ j, (w i j : ℂ) * ((G i j)ᴴ * G i j).trace
```

Conjugating a block by a unitary spin matrix $U$ will act on $m$ through the real matrix
$$R_{kl}=\tfrac12\,\mathrm{Re}\,\mathrm{tr}(\sigma_kU\sigma_lU^*).$$
Despite its name, `spinRotation` is defined for every $U$. Orthogonality is proved below for unitary $U$; the sign of the determinant is not examined.

```lean
/-- The real 3 by 3 matrix with entries `Re tr(σ_k U σ_l U*) / 2`. For unitary `U`, conjugating a
spin block by `U` acts on its spin vector by this matrix. -/
def spinRotation (U : Matrix (Fin 2) (Fin 2) ℂ) : Matrix (Fin 3) (Fin 3) ℝ :=
  Matrix.of fun k l => (pauli k * (U * pauli l * Uᴴ)).trace.re / 2
```

## Reading charge and spin from a matrix

Inserting the Pauli matrices gives
$$G=\frac12\begin{pmatrix}n+m_2&m_0-im_1\\m_0+im_1&n-m_2\end{pmatrix}.$$
Lean checks the four entries one by one.

```lean
/-- The four entries of a spin block in terms of its charge amplitude and spin vector. -/
theorem spinBlock_eq (n : ℂ) (m : Fin 3 → ℂ) :
    spinBlock n m = !![(n + m 2) / 2, (m 0 - m 1 * Complex.I) / 2;
      (m 0 + m 1 * Complex.I) / 2, (n - m 2) / 2] := by
  ext i j
  fin_cases i <;> fin_cases j <;>
    simp [spinBlock, pauli, Fin.sum_univ_three] <;> ring
```

Conversely, any matrix $G$ with entries $G_{00},G_{01},G_{10},G_{11}$ has
$$\mathrm{tr}\,G=G_{00}+G_{11},\qquad \mathrm{tr}(\sigma_0G)=G_{10}+G_{01},$$
$$\mathrm{tr}(\sigma_1G)=-iG_{10}+iG_{01},\qquad \mathrm{tr}(\sigma_2G)=G_{00}-G_{11}.$$
Taking these as $n$ and $m$ returns $G$. The upper right entry, for example, is
$$\tfrac12\big[G_{10}+G_{01}-i(-iG_{10}+iG_{01})\big]=G_{01}.$$
In the proof, `h0` to `h2` are the spin traces and `e00` to `e11` the four entries.

```lean
/-- Every complex 2 by 2 matrix is a spin block, with charge amplitude `tr G` and spin vector
`tr(σ_k G)`. -/
theorem pauli_expansion (G : Matrix (Fin 2) (Fin 2) ℂ) :
    spinBlock G.trace (fun k => (pauli k * G).trace) = G := by
  have ht := Matrix.trace_fin_two G
  -- the three spin components in terms of the entries of `G`
  have h0 : (pauli 0 * G).trace = G 1 0 + G 0 1 := by
    simp only [Matrix.trace_fin_two, Matrix.mul_apply, Fin.sum_univ_two]
    simp [pauli]
  have h1 : (pauli 1 * G).trace = -Complex.I * G 1 0 + Complex.I * G 0 1 := by
    simp only [Matrix.trace_fin_two, Matrix.mul_apply, Fin.sum_univ_two]
    simp [pauli]
  have h2 : (pauli 2 * G).trace = G 0 0 - G 1 1 := by
    simp only [Matrix.trace_fin_two, Matrix.mul_apply, Fin.sum_univ_two]
    simp [pauli]
    ring
  have e00 : (G 0 0 + G 1 1 + (G 0 0 - G 1 1)) / 2 = G 0 0 := by ring
  have e01 : (G 1 0 + G 0 1 - (-Complex.I * G 1 0 + Complex.I * G 0 1) * Complex.I) / 2 =
      G 0 1 := by
    linear_combination ((G 1 0 - G 0 1) / 2) * Complex.I_sq
  have e10 : (G 1 0 + G 0 1 + (-Complex.I * G 1 0 + Complex.I * G 0 1) * Complex.I) / 2 =
      G 1 0 := by
    linear_combination ((G 0 1 - G 1 0) / 2) * Complex.I_sq
  have e11 : (G 0 0 + G 1 1 - (G 0 0 - G 1 1)) / 2 = G 1 1 := by ring
  rw [spinBlock_eq]
  simp only [ht, h0, h1, h2]
  rw [e00, e01, e10, e11]
  exact (Matrix.eta_fin_two G).symm
```

The same traces split a product. For matrices $A$ and $B$, the charge and $\sigma_2$ terms add up to $2(A_{00}B_{00}+A_{11}B_{11})$, and the other two to $2(A_{01}B_{10}+A_{10}B_{01})$. Half the total is the trace of the product:
$$\mathrm{tr}(AB)=\tfrac12\Big[\mathrm{tr}A\,\mathrm{tr}B+\sum_k\mathrm{tr}(\sigma_kA)\,\mathrm{tr}(\sigma_kB)\Big].$$

```lean
/-- Completeness of the Pauli basis: the trace of a product is half the sum of the products of
the charge and spin components. -/
theorem pauli_completeness (A B : Matrix (Fin 2) (Fin 2) ℂ) :
    (A * B).trace =
      (A.trace * B.trace + ∑ k, (pauli k * A).trace * (pauli k * B).trace) / 2 := by
  simp [pauli, Matrix.trace_fin_two, Matrix.mul_apply, Fin.sum_univ_two,
    Fin.sum_univ_three]
  ring_nf
  simp only [Complex.I_sq]
  ring
```

## The weight of one block

The trace of $G^*G$ is the sum of the squared moduli of the entries:
$$\tfrac14\big(|n+m_2|^2+|n-m_2|^2+|m_0-im_1|^2+|m_0+im_1|^2\big)
=\tfrac12\Big(|n|^2+\sum_k|m_k|^2\Big).$$
The cross terms cancel within each pair. Lean expands the entries and uses $\bar z z=|z|^2$ and $i^2=-1$ in the final `linear_combination`.

```lean
/-- For one spin block, `tr(G* G)` is half the sum of the squared moduli of the charge amplitude
and of the spin components. -/
theorem trace_sq_spinBlock (n : ℂ) (m : Fin 3 → ℂ) :
    ((spinBlock n m)ᴴ * spinBlock n m).trace =
      (((‖n‖ ^ 2 + ∑ k, ‖m k‖ ^ 2) / 2 : ℝ) : ℂ) := by
  have h2 : (starRingEnd ℂ) (2 : ℂ) = 2 := Complex.conj_eq_iff_im.mpr (by simp)
  rw [spinBlock_eq]
  simp [Matrix.trace_fin_two, Matrix.mul_apply, Fin.sum_univ_two, Fin.sum_univ_three]
  rw [h2]
  linear_combination (-(1 / 2) * (starRingEnd ℂ) (m 1) * m 1) * Complex.I_sq +
    (1 / 2) * (Complex.conj_mul' n + Complex.conj_mul' (m 0) + Complex.conj_mul' (m 1) +
      Complex.conj_mul' (m 2))
```

## A unitary acts on the spin vector alone

Three properties of the Pauli matrices are needed. They are traceless,

```lean
private lemma pauli_trace (k : Fin 3) : (pauli k).trace = 0 := by
  fin_cases k <;> simp [pauli, Matrix.trace_fin_two]
```

they are Hermitian,

```lean
private lemma pauli_herm (k : Fin 3) : (pauli k)ᴴ = pauli k := by
  ext i j
  fin_cases k <;> fin_cases i <;> fin_cases j <;> simp [pauli]
```

and they satisfy $\mathrm{tr}(\sigma_k\sigma_l)=2\delta_{kl}$.

```lean
private lemma pauli_orth (k l : Fin 3) :
    (pauli k * pauli l).trace = if k = l then 2 else 0 := by
  fin_cases k <;> fin_cases l <;>
    simp [pauli, Matrix.trace_fin_two] <;> norm_num
```

Taking the real part in $R$ loses nothing. By Hermiticity and cyclicity,
$$\overline{\mathrm{tr}(\sigma_kU\sigma_lU^*)}=\mathrm{tr}(U\sigma_lU^*\sigma_k)=\mathrm{tr}(\sigma_kU\sigma_lU^*),$$
so the trace is real and equals $2R_{kl}$. This holds for any $U$.

```lean
private lemma trace_rotation (U : Matrix (Fin 2) (Fin 2) ℂ) (k l : Fin 3) :
    (pauli k * (U * pauli l * Uᴴ)).trace = 2 * (spinRotation U k l : ℂ) := by
  -- the trace is real, since both factors are Hermitian
  have hs : star (pauli k * (U * pauli l * Uᴴ)).trace =
      (pauli k * (U * pauli l * Uᴴ)).trace := by
    have e : (pauli k * (U * pauli l * Uᴴ))ᴴ = (U * pauli l * Uᴴ) * pauli k := by
      simp only [Matrix.conjTranspose_mul, Matrix.conjTranspose_conjTranspose, pauli_herm,
        Matrix.mul_assoc]
    rw [← Matrix.trace_conjTranspose, e, Matrix.trace_mul_comm]
  have h := Complex.conj_eq_iff_re.mp hs
  simp only [spinRotation, Matrix.of_apply]
  push_cast
  linear_combination -h
```

From here on $U$ is unitary, which is the hypothesis `hU`. It supplies $UU^*=I$, and for square matrices $U^*U=I$ follows.

```lean
variable {U : Matrix (Fin 2) (Fin 2) ℂ}

private lemma unitary_left (hU : U ∈ Matrix.unitaryGroup (Fin 2) ℂ) : Uᴴ * U = 1 :=
  mul_eq_one_comm.mp (Matrix.mem_unitaryGroup_iff.mp hU)
```

Hence $\mathrm{tr}(UXU^*)=\mathrm{tr}(U^*UX)=\mathrm{tr}X$ for every $2\times2$ matrix $X$. In this lemma and the next, $X$ is such a matrix and not the exchange sum.

```lean
private lemma trace_conj (hU : U ∈ Matrix.unitaryGroup (Fin 2) ℂ)
    (X : Matrix (Fin 2) (Fin 2) ℂ) : (U * X * Uᴴ).trace = X.trace := by
  rw [Matrix.trace_mul_comm, ← Matrix.mul_assoc, unitary_left hU, Matrix.one_mul]
```

For a second matrix $Y$, the inner factor $U^*U$ also disappears from a product: $(UXU^*)(UYU^*)=U(XY)U^*$.

```lean
private lemma conj_mul_conj (hU : U ∈ Matrix.unitaryGroup (Fin 2) ℂ)
    (X Y : Matrix (Fin 2) (Fin 2) ℂ) :
    (U * X * Uᴴ) * (U * Y * Uᴴ) = U * (X * Y) * Uᴴ := by
  calc (U * X * Uᴴ) * (U * Y * Uᴴ) = U * X * (Uᴴ * U) * Y * Uᴴ := by
        simp only [Matrix.mul_assoc]
    _ = U * (X * Y) * Uᴴ := by
        rw [unitary_left hU, Matrix.mul_one]
        simp only [Matrix.mul_assoc]
```

Conjugating a block gives
$$UGU^*=\tfrac12\Big(nI+\sum_l m_l\,U\sigma_lU^*\Big).$$
Its trace is $n$, and its spin components are
$$\mathrm{tr}(\sigma_kUGU^*)=\tfrac12\sum_l m_l\,2R_{kl}=\sum_lR_{kl}m_l.$$
The charge amplitude therefore stays fixed while $m$ becomes $Rm$. In Lean, `ht` and `hs` are these two readings, and `pauli_expansion` reassembles the matrix.

```lean
/-- Conjugation by a unitary `U` leaves the charge amplitude of a spin block fixed and acts on
its spin vector by the real matrix `spinRotation U`. -/
theorem conj_spinBlock (hU : U ∈ Matrix.unitaryGroup (Fin 2) ℂ) (n : ℂ) (m : Fin 3 → ℂ) :
    U * spinBlock n m * Uᴴ =
      spinBlock n (fun k => ∑ l, (spinRotation U k l : ℂ) * m l) := by
  have h1 : U * Uᴴ = 1 := Matrix.mem_unitaryGroup_iff.mp hU
  have ht : (U * spinBlock n m * Uᴴ).trace = n := by
    rw [trace_conj hU, spinBlock_eq, Matrix.trace_fin_two_of]
    ring
  have hexp : U * spinBlock n m * Uᴴ = (1 / 2 : ℂ) •
      (n • (1 : Matrix (Fin 2) (Fin 2) ℂ) + ∑ l, m l • (U * pauli l * Uᴴ)) := by
    simp only [spinBlock, Matrix.mul_smul, Matrix.smul_mul, Matrix.mul_add, Matrix.add_mul,
      Matrix.mul_sum, Matrix.sum_mul, Matrix.mul_one, h1]
  -- read off the spin components of the rotated block
  have hs : ∀ k, (pauli k * (U * spinBlock n m * Uᴴ)).trace =
      ∑ l, (spinRotation U k l : ℂ) * m l := by
    intro k
    rw [hexp]
    simp only [Matrix.mul_smul, Matrix.mul_add, Matrix.mul_one,
      Matrix.trace_smul, Matrix.trace_add, Matrix.trace_sum, pauli_trace, trace_rotation,
      smul_eq_mul, mul_zero, zero_add, Finset.mul_sum]
    exact Finset.sum_congr rfl fun l _ => by ring
  have e := pauli_expansion (U * spinBlock n m * Uᴴ)
  simp only [ht, hs] at e
  exact e.symm
```

Put $A=U\sigma_kU^*$ and $B=U\sigma_lU^*$ into the product formula. The left side is $\mathrm{tr}(\sigma_k\sigma_l)=2\delta_{kl}$. On the right the charge term vanishes, which leaves $\tfrac12\sum_p(2R_{pk})(2R_{pl})$. Thus $\sum_pR_{pk}R_{pl}=\delta_{kl}$, or $R^{T}R=I$. The proof treats $k=l$ and $k\ne l$ separately.

```lean
/-- For unitary `U` the matrix acting on spin vectors is orthogonal. -/
theorem spinRotation_orthogonal (hU : U ∈ Matrix.unitaryGroup (Fin 2) ℂ) :
    (spinRotation U)ᵀ * spinRotation U = 1 := by
  ext k l
  have h := pauli_completeness (U * pauli k * Uᴴ) (U * pauli l * Uᴴ)
  rw [conj_mul_conj hU] at h
  simp only [trace_conj hU, pauli_trace, pauli_orth, trace_rotation,
    Fin.sum_univ_three] at h
  rw [← Complex.ofReal_inj]
  simp only [Matrix.mul_apply, Matrix.transpose_apply, Matrix.one_apply, Fin.sum_univ_three]
  by_cases hkl : k = l
  · rw [if_pos hkl] at h ⊢
    push_cast
    linear_combination -(1 / 2) * h
  · rw [if_neg hkl] at h ⊢
    push_cast
    linear_combination -(1 / 2) * h
```

The length of a complex spin vector is also conserved. The proof takes a block with $n=0$ and uses
$$\mathrm{tr}\big((UGU^*)^*(UGU^*)\big)=\mathrm{tr}(UG^*GU^*)=\mathrm{tr}(G^*G).$$
By the weight formula, the two ends are $\tfrac12\sum_k|(Rm)_k|^2$ and $\tfrac12\sum_k|m_k|^2$.

```lean
/-- A unitary `U` conserves the length of every complex spin vector. -/
theorem spin_length_conserved (hU : U ∈ Matrix.unitaryGroup (Fin 2) ℂ) (m : Fin 3 → ℂ) :
    ∑ k, ‖∑ l, (spinRotation U k l : ℂ) * m l‖ ^ 2 = ∑ k, ‖m k‖ ^ 2 := by
  have h := trace_sq_spinBlock 0 (fun k => ∑ l, (spinRotation U k l : ℂ) * m l)
  have e : (U * spinBlock 0 m * Uᴴ)ᴴ = U * (spinBlock 0 m)ᴴ * Uᴴ := by
    simp only [Matrix.conjTranspose_mul, Matrix.conjTranspose_conjTranspose, Matrix.mul_assoc]
  rw [← conj_spinBlock hU 0 m, e, conj_mul_conj hU, trace_conj hU, trace_sq_spinBlock] at h
  have h' := Complex.ofReal_injective h
  linarith
```

## Summing over pairs of sites

Multiplying the weight of each block by $w_{ij}$ and summing gives
$$X=\tfrac12\sum_{ij}w_{ij}\Big(|n_{ij}|^2+\sum_k|m_{ij,k}|^2\Big).$$
The right side is a real number cast into the complex numbers, so $X$ is real.

```lean
variable {ι : Type*} [Fintype ι]

/-- The noncollinear exchange sum is half the weighted sum of the squared moduli of the charge
amplitudes and spin components. -/
theorem exchangeSum_eq (w : ι → ι → ℝ) (n : ι → ι → ℂ) (m : ι → ι → Fin 3 → ℂ) :
    exchangeSum w (fun i j => spinBlock (n i j) (m i j)) =
      ((1 / 2 * ∑ i, ∑ j, w i j * (‖n i j‖ ^ 2 + ∑ k, ‖m i j k‖ ^ 2) : ℝ) : ℂ) := by
  simp only [exchangeSum, trace_sq_spinBlock, Finset.mul_sum, Complex.ofReal_sum]
  refine Finset.sum_congr rfl fun i _ => Finset.sum_congr rfl fun j _ => ?_
  push_cast
  ring
```

Now let one unitary conjugate every block. Each $n_{ij}$ is fixed and each $m_{ij}$ keeps its length, so the sum has the same value in terms of the original amplitudes. The Lean proof rewrites with exactly these facts. For a spin-independent site interaction, this means that the exchange energy of a noncollinear Hartree-Fock state does not depend on the chosen spin axes.

As an example, take two electrons on sites 1 and 2, with on-site blocks $I/2$, $G_{12}=\tfrac12\mathrm{diag}(1,i)$ and $G_{21}=G_{12}^*$. Let the on-site weights be 4 and the intersite weights 1. Every block has $\mathrm{tr}(G^*G)=1/2$, so $X=(4+4+1+1)/2=5$. In components, the on-site blocks have $n=1$ and $m=0$, and the intersite blocks have $|n|^2=|m_2|^2=1/2$, which again gives 5. The unitary $U=(\sigma_0+\sigma_2)/\sqrt2$ moves the spin component from $z$ to $x$. The full sum remains 5, whereas the sum over diagonal spin entries alone falls from 5 to 4.5.

Invertibility of $U$ is not enough, even with determinant one. For $U=\mathrm{diag}(2,1/2)$ and $G=\mathrm{diag}(1,0)$, the conjugated block is $\mathrm{diag}(4,0)$, and $\mathrm{tr}(G^*G)$ grows from 1 to 16.

```lean
/-- When one unitary `U` conjugates every spin block, the exchange sum keeps its value in terms
of the original charge amplitudes and spin vectors. -/
theorem exchangeSum_conj (hU : U ∈ Matrix.unitaryGroup (Fin 2) ℂ)
    (w : ι → ι → ℝ) (n : ι → ι → ℂ) (m : ι → ι → Fin 3 → ℂ) :
    exchangeSum w (fun i j => U * spinBlock (n i j) (m i j) * Uᴴ) =
      ((1 / 2 * ∑ i, ∑ j, w i j * (‖n i j‖ ^ 2 + ∑ k, ‖m i j k‖ ^ 2) : ℝ) : ℂ) := by
  simp only [conj_spinBlock hU, exchangeSum_eq, spin_length_conserved hU]
```

## Spin scaling for collinear blocks

If all blocks are $\mathrm{diag}(a_{ij},b_{ij})$, each pair contributes $w_{ij}(|a_{ij}|^2+|b_{ij}|^2)$. An unpolarized block with charge amplitude $2a_{ij}$ is $\mathrm{diag}(a_{ij},a_{ij})$ and contributes $2w_{ij}|a_{ij}|^2$; the same holds for $b$. Writing $X_0$ for the unpolarized sum,
$$X[a,b]=\tfrac12\big(X_0[2a]+X_0[2b]\big).$$
This has the form of the spin-scaling relation used to extend exchange functionals to spin-polarized systems. Its arguments here are density-matrix amplitudes on finitely many sites, whereas the relation for functionals takes the spin densities. In the proof, `hblk` identifies the unpolarized blocks, and the sums are then compared pair by pair.

```lean
/-- Spin scaling: for collinear blocks `diag(a, b)` the exchange sum is the mean of the
unpolarized exchange sums with charge amplitudes `2a` and `2b`. -/
theorem exchangeSum_spin_scaling (w : ι → ι → ℝ) (a b : ι → ι → ℂ) :
    exchangeSum w (fun i j => !![a i j, 0; 0, b i j]) =
      (exchangeSum w (fun i j => spinBlock (2 * a i j) 0) +
        exchangeSum w (fun i j => spinBlock (2 * b i j) 0)) / 2 := by
  have hblk : ∀ z : ℂ, spinBlock (2 * z) 0 = !![z, 0; 0, z] := by
    intro z
    rw [spinBlock_eq]
    ext i j
    fin_cases i <;> fin_cases j <;> simp
  simp only [exchangeSum, hblk, ← Finset.sum_add_distrib, Finset.sum_div]
  refine Finset.sum_congr rfl fun i _ => Finset.sum_congr rfl fun j _ => ?_
  simp only [Matrix.trace_fin_two, Matrix.mul_apply, Fin.sum_univ_two,
    Matrix.conjTranspose_apply, Matrix.of_apply, Matrix.cons_val_zero, Matrix.cons_val_one,
    star_zero]
  ring

end

end NoncollinearExchange
```

```lean
#print axioms NoncollinearExchange.spinRotation_orthogonal
#print axioms NoncollinearExchange.exchangeSum_conj
#print axioms NoncollinearExchange.exchangeSum_spin_scaling
```

```
'NoncollinearExchange.spinRotation_orthogonal' depends on axioms: [propext, Classical.choice, Quot.sound]
'NoncollinearExchange.exchangeSum_conj' depends on axioms: [propext, Classical.choice, Quot.sound]
'NoncollinearExchange.exchangeSum_spin_scaling' depends on axioms: [propext, Classical.choice, Quot.sound]
```
